# Fibonacci products of 2×2 matrices with determinant 1: the half-trace recursion and its conserved cubic

Let $M_0, M_1$ be real $2\times2$ matrices of determinant 1, define the later ones by $M_{n+2} = M_n M_{n+1}$, and write $x_n = \tfrac12 \operatorname{tr} M_n$. In a tight-binding chain whose two kinds of site follow the Fibonacci sequence, $M_n$ is the transfer matrix of the $n$-th finite chain at a fixed energy $E$. I know the claim that the half traces then close among themselves,
$$x_{n+3} = 2x_{n+2}x_{n+1} - x_n ,$$
and that $x^2+y^2+z^2-2xyz$ takes the same value on every triple $(x_n, x_{n+1}, x_{n+2})$. I have seen it used with several different orderings of the matrix product and of the chain, and I would like a version in which the conventions are fixed, every step is justified and the whole argument is machine-checked. Can it also be tied to an actual chain, so that the conserved value comes out in terms of the on-site energies?

## From a matrix identity to the conserved cubic

Yes. All energies below are in units of the hopping, which is set to 1, and the tight-binding equation at a site with on-site energy $v$ reads
$$p_2 + p_0 + v\,p_1 = E\,p_1 ,$$
where $p_0, p_1, p_2$ are the amplitudes on the left neighbour, the site itself and the right neighbour. Solving for $p_2$ gives
$$\begin{pmatrix} p_2\\ p_1\end{pmatrix} = T_v \begin{pmatrix} p_1\\ p_0\end{pmatrix},\qquad T_v = \begin{pmatrix} E-v & -1\\ 1 & 0\end{pmatrix},\qquad \det T_v = 1 .$$
The determinant is 1 because the hopping is the same on both sides of the site. Physically, the combination $p_1q_0 - p_0q_1$ of two solutions $p, q$ at the same energy is carried unchanged along the chain, which is the discrete form of a constant Wronskian.

**Determinants.** Since $\det M_{n+2} = \det M_n \det M_{n+1}$, determinant 1 passes from the first two matrices to all the others.

**Trace map.** Put $A = M_n$ and $B = M_{n+1}$. Then $M_{n+2} = AB$ and $M_{n+3} = M_{n+1}M_{n+2} = B(AB)$. The Cayley–Hamilton theorem with $\det B = 1$ gives $B^2 = (\operatorname{tr}B)\,B - 1$, and the trace is cyclic, so
$$\operatorname{tr}(BAB) = \operatorname{tr}(AB^2) = \operatorname{tr}(B)\operatorname{tr}(AB) - \operatorname{tr}(A).$$
Each trace is twice a half trace. Dividing by 2 therefore gives $x_{n+3} = 2x_{n+2}x_{n+1} - x_n$.

**Conservation.** Let $I(x,y,z) = x^2+y^2+z^2-2xyz$. One step of the map replaces $(x,y,z)$ by $(y,z,2yz-x)$, and
$$\begin{aligned}
I(y,z,2yz-x) &= y^2+z^2+(2yz-x)^2-2yz(2yz-x)\\
&= y^2+z^2+4y^2z^2-4xyz+x^2-4y^2z^2+2xyz\\
&= I(x,y,z).
\end{aligned}$$
By induction, every consecutive triple gives the same value as the first.

**The value for a chain.** Let $a$ and $b$ be the on-site energies of the two kinds of site, and write a chain as the list of its on-site energies. Let the chains be $W_0 = b$, $W_1 = a$ and $W_{n+2} = W_{n+1}W_n$, read from left to right, so that $W_2 = ab$ and $W_3 = aba$. The sites on the right act last and their matrices stand on the left, so the transfer matrices obey $M_{n+2} = M_nM_{n+1}$. With $u = (E-b)/2$ and $w = (E-a)/2$, the first half traces are $x_0 = u$ and $x_1 = w$. The product $T_bT_a$ has diagonal entries $(E-b)(E-a)-1$ and $-1$, hence $x_2 = 2uw-1$. Then
$$I = u^2+w^2+(2uw-1)^2-2uw(2uw-1) = 1+(u-w)^2 = 1+\frac{(a-b)^2}{4}.$$
The energy has dropped out.

**A consequence for strong contrast.** If $|x|,|y|,|z|\le1$, then $I \le 3 + 2 = 5$. If $|a-b|>4$, then $I > 1 + 16/4 = 5$. For such a contrast, three consecutive half traces therefore never all lie in $[-1,1]$, whatever the energy.

## The Lean file

```lean
import Mathlib

open Matrix

namespace FibonacciChain

noncomputable section

/-- Half the trace of a 2×2 transfer matrix. -/
def halfTrace (A : Matrix (Fin 2) (Fin 2) ℝ) : ℝ := A.trace / 2

/-- The cubic expression `x² + y² + z² - 2xyz` in three half traces. -/
def traceInvariant (x y z : ℝ) : ℝ := x ^ 2 + y ^ 2 + z ^ 2 - 2 * x * y * z

/-- The transfer matrix at energy `E` of one site with on-site energy `v` and unit hopping. -/
def siteTransfer (E v : ℝ) : Matrix (Fin 2) (Fin 2) ℝ := !![E - v, -1; 1, 0]

/-- The transfer matrix of a finite chain, given by its on-site energies from left to right;
the last site stands leftmost in the product. -/
def chainTransfer (E : ℝ) : List ℝ → Matrix (Fin 2) (Fin 2) ℝ
  | [] => 1
  | v :: l => chainTransfer E l * siteTransfer E v

/-- The on-site energies of the Fibonacci chains: each chain is the previous one followed by
the one before it. -/
def fibWord (a b : ℝ) : ℕ → List ℝ
  | 0 => [b]
  | 1 => [a]
  | n + 2 => fibWord a b (n + 1) ++ fibWord a b n

/-- The transfer matrix of the `n`-th Fibonacci chain at energy `E`. -/
def fibTransfer (a b E : ℝ) (n : ℕ) : Matrix (Fin 2) (Fin 2) ℝ :=
  chainTransfer E (fibWord a b n)

/-- The site transfer matrix carries the amplitudes one site further exactly when the
tight-binding equation holds at the middle site. -/
theorem siteTransfer_iff (E v p₀ p₁ p₂ : ℝ) :
    siteTransfer E v *ᵥ ![p₁, p₀] = ![p₂, p₁] ↔ p₂ + p₀ + v * p₁ = E * p₁ := by
  constructor
  · intro h
    have h' := congrFun h 0
    simp [siteTransfer, Matrix.mulVec, dotProduct, Fin.sum_univ_two] at h'
    linarith
  · intro h
    ext i
    fin_cases i
    · simp [siteTransfer, Matrix.mulVec, dotProduct, Fin.sum_univ_two]
      linarith
    · simp [siteTransfer, Matrix.mulVec, dotProduct, Fin.sum_univ_two]

/-- Joining two chains multiplies their transfer matrices, the right-hand chain standing
on the left. -/
theorem chainTransfer_append (E : ℝ) (l l' : List ℝ) :
    chainTransfer E (l ++ l') = chainTransfer E l' * chainTransfer E l := by
  induction l with
  | nil => simp [chainTransfer]
  | cons v l ih => simp only [List.cons_append, chainTransfer, ih, mul_assoc]

/-- For `det B = 1`, the half trace of `B (A B)` is fixed by those of `A B`, `B` and `A`. -/
theorem halfTrace_step (A B : Matrix (Fin 2) (Fin 2) ℝ) (hB : B.det = 1) :
    halfTrace (B * (A * B)) = 2 * halfTrace (A * B) * halfTrace B - halfTrace A := by
  rw [Matrix.det_fin_two] at hB
  simp only [halfTrace, Matrix.trace_fin_two, Matrix.mul_apply, Fin.sum_univ_two]
  linear_combination (-(A 0 0 + A 1 1) / 2) * hB

/-- Every matrix of a Fibonacci sequence has determinant 1 if the first two have. -/
theorem det_eq_one {M : ℕ → Matrix (Fin 2) (Fin 2) ℝ} (h0 : (M 0).det = 1)
    (h1 : (M 1).det = 1) (hM : ∀ n, M (n + 2) = M n * M (n + 1)) (n : ℕ) :
    (M n).det = 1 := by
  have key : ∀ k, (M k).det = 1 ∧ (M (k + 1)).det = 1 := by
    intro k
    induction k with
    | zero => exact ⟨h0, h1⟩
    | succ k ih =>
      refine ⟨ih.2, ?_⟩
      have h : M (k + 1 + 1) = M k * M (k + 1) := hM k
      rw [h, Matrix.det_mul, ih.1, ih.2, one_mul]
  exact (key n).1

/-- Fibonacci trace map: if the first two determinants are 1, the half traces obey `x (n+3) = 2 x
(n+2) x (n+1) - x n`, and `x² + y² + z² - 2xyz` has the same value on all consecutive triples. -/
theorem fibonacci_trace_map {M : ℕ → Matrix (Fin 2) (Fin 2) ℝ} (h0 : (M 0).det = 1)
    (h1 : (M 1).det = 1) (hM : ∀ n, M (n + 2) = M n * M (n + 1)) :
    (∀ n, halfTrace (M (n + 3)) =
      2 * halfTrace (M (n + 2)) * halfTrace (M (n + 1)) - halfTrace (M n)) ∧
    (∀ n, traceInvariant (halfTrace (M n)) (halfTrace (M (n + 1))) (halfTrace (M (n + 2))) =
      traceInvariant (halfTrace (M 0)) (halfTrace (M 1)) (halfTrace (M 2))) := by
  have map : ∀ n, halfTrace (M (n + 3)) =
      2 * halfTrace (M (n + 2)) * halfTrace (M (n + 1)) - halfTrace (M n) := by
    intro n
    have h3 : M (n + 3) = M (n + 1) * M (n + 2) := hM (n + 1)
    rw [h3, hM n]
    exact halfTrace_step _ _ (det_eq_one h0 h1 hM (n + 1))
  refine ⟨map, fun n => ?_⟩
  induction n with
  | zero => rfl
  | succ n ih =>
    -- one step of the trace map leaves the cubic expression unchanged
    rw [← ih]
    change traceInvariant (halfTrace (M (n + 1))) (halfTrace (M (n + 2)))
      (halfTrace (M (n + 3))) = _
    rw [map n]
    unfold traceInvariant
    ring

/-- The transfer matrices of the Fibonacci chains start with determinant 1 and obey the
Fibonacci recursion. -/
theorem fibTransfer_witness (a b E : ℝ) :
    (fibTransfer a b E 0).det = 1 ∧ (fibTransfer a b E 1).det = 1 ∧
    ∀ n, fibTransfer a b E (n + 2) = fibTransfer a b E n * fibTransfer a b E (n + 1) := by
  refine ⟨?_, ?_, fun n => ?_⟩
  · simp [fibTransfer, fibWord, chainTransfer, siteTransfer, Matrix.det_fin_two]
  · simp [fibTransfer, fibWord, chainTransfer, siteTransfer, Matrix.det_fin_two]
  · simp only [fibTransfer, fibWord, chainTransfer_append]

/-- For the Fibonacci chain with on-site energies `a` and `b` the invariant equals
`1 + (a - b)² / 4` at every energy `E`. -/
theorem fibTransfer_invariant (a b E : ℝ) (n : ℕ) :
    traceInvariant (halfTrace (fibTransfer a b E n)) (halfTrace (fibTransfer a b E (n + 1)))
      (halfTrace (fibTransfer a b E (n + 2))) = 1 + (a - b) ^ 2 / 4 := by
  obtain ⟨d0, d1, hrec⟩ := fibTransfer_witness a b E
  have e0 : fibTransfer a b E 0 = siteTransfer E b := by
    simp [fibTransfer, fibWord, chainTransfer]
  have e1 : fibTransfer a b E 1 = siteTransfer E a := by
    simp [fibTransfer, fibWord, chainTransfer]
  have e2 : fibTransfer a b E 2 = fibTransfer a b E 0 * fibTransfer a b E 1 := hrec 0
  have t : ∀ v, halfTrace (siteTransfer E v) = (E - v) / 2 := by
    intro v
    simp [halfTrace, siteTransfer, Matrix.trace_fin_two]
  have t2 : halfTrace (siteTransfer E b * siteTransfer E a) =
      ((E - b) * (E - a) - 2) / 2 := by
    simp only [halfTrace, Matrix.trace_fin_two, Matrix.mul_apply, Fin.sum_univ_two]
    simp [siteTransfer]
    ring
  -- the invariant may be evaluated on the three shortest chains
  rw [(fibonacci_trace_map d0 d1 hrec).2 n, e2, e0, e1, t, t, t2]
  unfold traceInvariant
  ring

/-- If the two on-site energies differ by more than 4 (in units of the hopping), then at no
energy do three consecutive half traces all lie in `[-1, 1]`. -/
theorem not_three_bounded (a b E : ℝ) (hab : 4 < |a - b|) (n : ℕ) :
    ¬ (|halfTrace (fibTransfer a b E n)| ≤ 1 ∧ |halfTrace (fibTransfer a b E (n + 1))| ≤ 1 ∧
      |halfTrace (fibTransfer a b E (n + 2))| ≤ 1) := by
  rintro ⟨hx, hy, hz⟩
  have h := fibTransfer_invariant a b E n
  unfold traceInvariant at h
  generalize halfTrace (fibTransfer a b E n) = x at *
  generalize halfTrace (fibTransfer a b E (n + 1)) = y at *
  generalize halfTrace (fibTransfer a b E (n + 2)) = z at *
  have hxyz : |x * y * z| ≤ 1 := by
    rw [abs_mul, abs_mul]
    exact mul_le_one₀ (mul_le_one₀ hx (abs_nonneg _) hy) (abs_nonneg _) hz
  have hlow : -1 ≤ x * y * z := (abs_le.mp hxyz).1
  have sx : x ^ 2 ≤ 1 := (sq_le_one_iff_abs_le_one x).2 hx
  have sy : y ^ 2 ≤ 1 := (sq_le_one_iff_abs_le_one y).2 hy
  have sz : z ^ 2 ≤ 1 := (sq_le_one_iff_abs_le_one z).2 hz
  have hgap : 16 < (a - b) ^ 2 := by
    rw [← sq_abs]
    nlinarith
  -- the invariant is at most 5 on the cube, but exceeds 5 for this contrast
  linarith

end

end FibonacciChain
```

```lean
#print axioms FibonacciChain.siteTransfer_iff
-- 'FibonacciChain.siteTransfer_iff' depends on axioms: [propext, Classical.choice, Quot.sound]
#print axioms FibonacciChain.fibonacci_trace_map
-- 'FibonacciChain.fibonacci_trace_map' depends on axioms: [propext, Classical.choice, Quot.sound]
#print axioms FibonacciChain.not_three_bounded
-- 'FibonacciChain.not_three_bounded' depends on axioms: [propext, Classical.choice, Quot.sound]
```

## What the theorems say about matrices and chains

The main theorem is `fibonacci_trace_map`. Its sequence `M` assigns to each natural number, starting from 0, a real matrix with rows and columns indexed by `Fin 2`. The hypotheses `h0` and `h1` say that the first two determinants are 1, and `hM` is the recursion with the older matrix on the left. Nothing else is assumed about `M`; in particular, it need not come from a chain. The conclusion has two parts: the recursion for `halfTrace` at every `n`, and the equality of `traceInvariant` on the triple starting at `n` with its value on the triple starting at 0. Any two consecutive triples therefore agree.

The chain enters through four definitions. `siteTransfer E v` is $T_v$. `chainTransfer E` takes a list of on-site energies, left to right, and multiplies their site matrices with the last site leftmost; the empty chain gets the identity. `fibWord a b` builds the words $W_n$ by joining lists, and `fibTransfer a b E n` is the transfer matrix of $W_n$.

The theorem `siteTransfer_iff` ties the matrix to the physics. It states that `siteTransfer E v` sends the column with entries $p_1, p_0$ to the column with entries $p_2, p_1$ exactly when the tight-binding equation holds at the middle site. `fibTransfer_witness` shows that the Fibonacci chains satisfy all three hypotheses of the main theorem, for all real $a$, $b$ and $E$. `fibTransfer_invariant` gives the value $1+(a-b)^2/4$, and `not_three_bounded` is the statement about strong contrast.

The model is non-interacting, with one orbital per site, uniform nearest-neighbour hopping and real energies. Every chain in it is finite. The Fibonacci trace map is best known as a tool for studying the spectrum of the infinite quasiperiodic chain; the theorems here concern the map itself and its conserved quantity, and say nothing about that spectrum.

For this non-interacting model, the half trace has a direct use in band-structure work: by Bloch's theorem, $|x_n|\le1$ is the condition for $E$ to lie in a band of the crystal made by repeating $W_n$. Read this way, which relies on band theory that the file does not contain, `not_three_bounded` says that for $|a-b|>4$ no energy lies in bands of all three of any three consecutive periodic approximants at once. In a numerical calculation for such chains, the conserved value also offers a check on computed half traces, as long as these are of moderate size. When they are large, the terms of the cubic nearly cancel, and rounding errors can hide the conserved value.

## How the proof follows the calculation

`siteTransfer_iff` is proved by components. The lower component is the identity $p_1 = p_1$, and the upper one is the tight-binding equation after rearrangement, which `linarith` carries out. `chainTransfer_append` is an induction on the left-hand list. The empty list contributes the identity matrix, which drops out of the product, and the induction step uses associativity of the matrix product. It reverses the order of the factors, which turns the word rule $W_{n+2} = W_{n+1}W_n$ into $M_{n+2} = M_nM_{n+1}$.

`halfTrace_step` is the trace identity. Where the derivation above uses Cayley–Hamilton, the Lean proof writes out all matrix entries. The difference of the two sides is then a multiple of $\det B - 1$, and `linear_combination` is given the factor, $-\tfrac12\operatorname{tr}A$.

`det_eq_one` carries the determinants of two neighbouring matrices through the induction, because the recursion looks back two steps.

In `fibonacci_trace_map`, the intermediate result `map` rewrites $M_{n+3}$ as $B(AB)$ and applies `halfTrace_step`, with `det_eq_one` supplying $\det M_{n+1} = 1$. The second part is an induction on `n`. Its step inserts the trace map into the cubic, and `ring` performs the expansion of $I(y,z,2yz-x)$ shown above.

`fibTransfer_invariant` uses the main theorem to move from the triple at `n` to the triple at 0, computes the three half traces of the shortest chains, and leaves the last simplification to `ring`. `not_three_bounded` then bounds the squares by 1 and the product $xyz$ from below by $-1$, derives $(a-b)^2 > 16$ from the hypothesis, and lets `linarith` find the contradiction between $I\le5$ and $I>5$.

## Equal on-site energies

For $a = b$ the chain is uniform and the conserved value is 1. Inside the band, write $E - a = 2\cos\theta$. Then $x_n = \cos(\ell_n\theta)$, where $\ell_n$ is the number of sites in $W_n$, that is $1, 1, 2, 3, 5, \dots$ Since $\ell_{n+3} = \ell_{n+2}+\ell_{n+1}$ and $\ell_n = \ell_{n+2}-\ell_{n+1}$, the trace map reduces to the addition formula
$$\cos(\alpha+\beta) = 2\cos\alpha\cos\beta - \cos(\alpha-\beta).$$
The excess of the invariant over 1 thus measures the contrast between the two kinds of site.

## A determinant different from 1

Take $M_0 = 1$ and $M_1 = 2\cdot 1$, where 1 is the identity matrix, and keep the recursion. Now $\det M_1 = 4$, so `h1` fails while `h0` and `hM` hold. The next matrices are $M_2 = 2\cdot1$ and $M_3 = 4\cdot1$, and the half traces are $1, 2, 2, 4$. The trace map would predict $x_3 = 2\cdot2\cdot2-1 = 7$ instead of 4. The cubic is not conserved either: it equals $1$ on $(1,2,2)$ and $-8$ on $(2,2,4)$. For a general $B$, the last term of the trace identity is $\det(B)\operatorname{tr}(A)$, and with $\det M_1 = 4$ this gives the correct value $x_3 = 8-4 = 4$.
